# Logarithmic slope of the Elliott continuum absorption above the gap

In the Elliott model of a direct, dipole-allowed transition in a bulk semiconductor with parabolic bands and no broadening, the electron and hole created above the gap are unbound but still attract each other. With the prefactor taken as constant, the continuum absorption is α(E) = 1/(1 − e^(−y)) in units of that prefactor, where y = 2π√(R/(E − Eg)). For exciton Rydberg R > 0 and photon energy E above the gap Eg, `hasDerivAt_elliott` states that α has derivative α · y/(2(E − Eg)(e^y − 1)) at E, so that the factor multiplying α is the logarithmic slope. The attempt applies the quotient rule to 1/(1 − e^(−y)), taking the derivative of y from the preceding lemma. An algebraic identity, `key`, then brings the result to the stated form.

In Lean, a first try:

```lean
import Mathlib

open Real

namespace HasDerivAtElliott

noncomputable section

/-- The Coulomb parameter `y = 2π √(R / (E - Eg))` of an electron-hole pair with exciton
Rydberg `R > 0`, at photon energy `E` above the gap `Eg`. -/
def coulombArg (R Eg E : ℝ) : ℝ := 2 * π * √(R / (E - Eg))

/-- The Elliott continuum absorption `1 / (1 - exp (-y))`, in units of a constant prefactor,
for `R > 0` and `E > Eg`. -/
def elliott (R Eg E : ℝ) : ℝ := 1 / (1 - Real.exp (-coulombArg R Eg E))

variable {n R Eg E : ℝ}

/-- For `R > 0` the Coulomb parameter is positive above the gap. -/
theorem coulombArg_pos (hR : 0 < R) (hE : Eg < E) : 0 < coulombArg R Eg E := by
  have hx : 0 < E - Eg := sub_pos.mpr hE
  unfold coulombArg
  positivity

/-- For `R > 0` and `E > Eg`, the Coulomb parameter falls with photon energy at the rate
`y / (2 (E - Eg))`. -/
theorem hasDerivAt_coulombArg (hR : 0 < R) (hE : Eg < E) :
    HasDerivAt (coulombArg R Eg) (-(coulombArg R Eg E) / (2 * (E - Eg))) E := by
  have hx : 0 < E - Eg := sub_pos.mpr hE
  have hq : 0 < R / (E - Eg) := div_pos hR hx
  have key : ∀ s x r : ℝ, s ≠ 0 → x ≠ 0 → r = s ^ 2 * x →
      2 * π * ((0 * x - r * 1) / x ^ 2 / (2 * s)) = -(2 * π * s) / (2 * x) := by
    intro s x r hs hx hr
    subst hr
    field_simp
    ring
  have hsq : R = √(R / (E - Eg)) ^ 2 * (E - Eg) := by
    rw [Real.sq_sqrt hq.le, div_mul_cancel₀ _ hx.ne']
  have h := ((((hasDerivAt_const E R).fun_div
    ((hasDerivAt_id' E).sub_const Eg) hx.ne').sqrt hq.ne').const_mul (2 * π))
  exact h.congr_deriv (key _ _ _ (Real.sqrt_pos.mpr hq).ne' hx.ne' hsq)

/-- For `R > 0` and `E > Eg`, the logarithmic slope of the Elliott continuum is
`y / (2 (E - Eg) (exp y - 1))`. -/
theorem hasDerivAt_elliott (hR : 0 < R) (hE : Eg < E) :
    HasDerivAt (elliott R Eg) (elliott R Eg E *
      (coulombArg R Eg E / (2 * (E - Eg) * (Real.exp (coulombArg R Eg E) - 1)))) E := by
  have hx : E - Eg ≠ 0 := (sub_pos.mpr hE).ne'
  have hy := coulombArg_pos hR hE
  have hu : Real.exp (coulombArg R Eg E) - 1 ≠ 0 := by
    linarith [Real.add_one_le_exp (coulombArg R Eg E)] |> fun
      (h : 0 < Real.exp (coulombArg R Eg E) - 1) => h.ne'
  have hd : 1 - Real.exp (-coulombArg R Eg E) ≠ 0 :=
    (sub_pos.mpr (Real.exp_lt_one (neg_lt_zero.mpr hy))).ne'
  have key : ∀ u x y : ℝ, u ≠ 0 → u - 1 ≠ 0 → x ≠ 0 →
      (0 * (1 - u⁻¹) - 1 * (-(u⁻¹ * -(-y / (2 * x))))) / (1 - u⁻¹) ^ 2
        = 1 / (1 - u⁻¹) * (y / (2 * x * (u - 1))) := by
    intro u x y h0 h1 hx
    have e : 1 - u⁻¹ = (u - 1) / u := by field_simp
    rw [e]
    field_simp <;> ring
  have h := (hasDerivAt_const E (1 : ℝ)).fun_div
    (((hasDerivAt_coulombArg hR hE).fun_neg.exp).const_sub 1) hd
  refine h.congr_deriv ?_
  unfold elliott
  rw [Real.exp_neg]
  exact key _ _ _ (Real.exp_pos _).ne' hu hx

end

end HasDerivAtElliott
```

The compiler's answer:

```
Main.lean:54:18: error(lean.unknownIdentifier): Unknown constant `Real.exp_lt_one`
```

Cause. The message says that Lean knows no constant called `Real.exp_lt_one`. The attempt used that name in `hd`, to get e^(−y) < 1 from −y < 0 and so show that the denominator 1 − e^(−y) is not zero, as the quotient rule requires. The reasoning was sound, but the lemma it named does not exist.

The repair uses `Real.exp_lt_one_iff`, which states that e^x < 1 exactly when x < 0. Since this is an equivalence, `.mpr` is needed to pass from x < 0 to e^x < 1, and the rest of the term stays as it was.

The other two changes are tidying, for Lean reported no error at either place. The proof of `hu` now uses `Real.one_lt_exp_iff` instead of a `linarith` proof piped into a function, and `field_simp <;> ring` is written as two successive steps.

The mended proof, as a diff:

```diff
@@ -49,8 +49,7 @@
   have hy := coulombArg_pos hR hE
   have hu : Real.exp (coulombArg R Eg E) - 1 ≠ 0 := by
-    linarith [Real.add_one_le_exp (coulombArg R Eg E)] |> fun
-      (h : 0 < Real.exp (coulombArg R Eg E) - 1) => h.ne'
+    exact (sub_pos.mpr (Real.one_lt_exp_iff.mpr hy)).ne'
   have hd : 1 - Real.exp (-coulombArg R Eg E) ≠ 0 :=
-    (sub_pos.mpr (Real.exp_lt_one (neg_lt_zero.mpr hy))).ne'
+    (sub_pos.mpr (Real.exp_lt_one_iff.mpr (neg_lt_zero.mpr hy))).ne'
   have key : ∀ u x y : ℝ, u ≠ 0 → u - 1 ≠ 0 → x ≠ 0 →
       (0 * (1 - u⁻¹) - 1 * (-(u⁻¹ * -(-y / (2 * x))))) / (1 - u⁻¹) ^ 2
@@ -59,5 +58,6 @@
     have e : 1 - u⁻¹ = (u - 1) / u := by field_simp
     rw [e]
-    field_simp <;> ring
+    field_simp
+    ring
   have h := (hasDerivAt_const E (1 : ℝ)).fun_div
     (((hasDerivAt_coulombArg hR hE).fun_neg.exp).const_sub 1) hd
```
